# The commutator of two finite Hermitian matrices never has rank one

Two observables $A$ and $B$ of an $n$-level system are incompatible when $AB \neq BA$. On a particular state $\psi$ the order of the factors may still make no difference, because $(AB-BA)\psi$ can vanish even though the commutator does not. Suppose that this happens for every $\psi$ orthogonal to one state $\varphi$, so that the order matters only through the component along $\varphi$. Can two observables be incompatible in this minimal way?

They cannot. Write $C = AB - BA$. The rank of $C$, the dimension of the space of vectors $C\psi$, is zero if the observables commute and at least two if they do not. For finite-dimensional models in quantum mechanics, this means that incompatibility always involves at least two dimensions.

In Lean, a matrix of type `Matrix n n ℂ` represents an operator in a fixed orthonormal basis labelled by the finite type `n`. The commutator carries no factor of $i$ or $\hbar$.

```lean
import Mathlib

open Matrix
open scoped ComplexOrder

namespace IncompatibleObservables

variable {n : Type*} [Fintype n] [DecidableEq n]

/-- The commutator `AB - BA` of two matrices. -/
def obsCommutator (A B : Matrix n n ℂ) : Matrix n n ℂ := A * B - B * A
```

The main theorem, `commutator_rank_ne_one`, takes two hypotheses, `hA : A.IsHermitian` and `hB : B.IsHermitian`, and concludes that the rank of `obsCommutator A B` is not 1. Finiteness of the basis is a third assumption, carried by the type `n`.

## Both matrices are Hermitian

Hermiticity, $A^\dagger = A$ and $B^\dagger = B$, gives the observables real eigenvalues and orthonormal eigenbases. The derivation uses it once, to show that the commutator is anti-Hermitian:

$$C^\dagger = (AB)^\dagger - (BA)^\dagger = BA - AB = -C .$$

The Lean proof makes the same computation. It reverses the products under the conjugate transpose `ᴴ`, then replaces $A^\dagger$ and $B^\dagger$ through `hA.eq` and `hB.eq`.

```lean
omit [DecidableEq n] in
/-- The commutator of two Hermitian matrices is anti-Hermitian. -/
theorem commutator_antiHermitian {A B : Matrix n n ℂ}
    (hA : A.IsHermitian) (hB : B.IsHermitian) :
    (obsCommutator A B)ᴴ = -obsCommutator A B := by
  rw [obsCommutator, conjTranspose_sub, conjTranspose_mul, conjTranspose_mul,
    hA.eq, hB.eq, neg_sub]
```

If only one of the two matrices is Hermitian, rank one becomes possible. The last example below pairs a projector with a transition matrix and obtains exactly that.

## The state space is finite-dimensional

A finite basis describes a spin, a few-level atom or a Hamiltonian expanded in finitely many functions. It enters the derivation through the trace. Since $\operatorname{tr}(AB) = \operatorname{tr}(BA)$ for finite matrices, $\operatorname{tr} C = 0$, whether or not $A$ and $B$ are Hermitian.

```lean
omit [DecidableEq n] in
/-- The commutator of two matrices has zero trace. -/
theorem commutator_traceless (A B : Matrix n n ℂ) :
    (obsCommutator A B).trace = 0 := by
  rw [obsCommutator, trace_sub, trace_mul_comm A B, sub_self]
```

In infinite dimension the conclusion fails, even for bounded observables. Let $S$ be the shift $S e_k = e_{k+1}$ on basis states $e_0, e_1, \dots$, and write $S = A + iB$ with $A$ and $B$ self-adjoint. Then $S^\dagger S - SS^\dagger$ is the projector onto $e_0$, and it also equals $2i(AB - BA)$. Thus $AB - BA$ has rank one. This counterexample is an argument by hand and does not appear in the Lean code.

## Rank at most one forces the commutator to vanish

Suppose that $C$ has rank at most one. All vectors $C\psi$ are then multiples of a single vector $u$. In particular, the $j$-th column $Ce_j$ equals $v_j u$ for some number $v_j$, so

$$C_{ij} = u_i v_j .$$

There is no complex conjugate on $v$ here, which is also the convention of `vecMulVec u v`. Rank zero is included, with $u = 0$ for example.

The helper `column_entry` identifies $Ce_j$ with the $j$-th column. In the theorem after it, `finrank_le_one_iff` supplies the spanning vector $u$, `key` finds a coefficient for each column, and `choose` collects these coefficients into $v$.

```lean
/-- Acting on a basis vector gives the corresponding column of the matrix. -/
private lemma column_entry (C : Matrix n n ℂ) (i j : n) :
    (C *ᵥ (Pi.single j 1 : n → ℂ)) i = C i j := by
  simp [Matrix.mulVec, dotProduct, Pi.single_apply]

/-- A matrix of rank at most one is an outer product of two vectors. -/
theorem outer_product_of_rank_le_one (C : Matrix n n ℂ) (h : C.rank ≤ 1) :
    ∃ u v : n → ℂ, C = vecMulVec u v := by
  unfold Matrix.rank at h
  obtain ⟨u, hu⟩ := finrank_le_one_iff.mp h
  -- every column is a multiple of the vector spanning the range
  have key : ∀ j, ∃ c : ℂ, ∀ i, C i j = u.1 i * c := by
    intro j
    obtain ⟨c, hc⟩ := hu ⟨C *ᵥ (Pi.single j 1 : n → ℂ), ⟨Pi.single j 1, rfl⟩⟩
    refine ⟨c, fun i => ?_⟩
    have h1 : c * u.1 i = (C *ᵥ (Pi.single j 1 : n → ℂ)) i :=
      congrFun (congrArg Subtype.val hc) i
    have h2 := column_entry C i j
    linear_combination -h1 - h2
  choose v hv using key
  refine ⟨u.1, v, ?_⟩
  ext i j
  rw [vecMulVec_apply]
  exact hv j i
```

The two properties of the commutator now finish the argument. Because the trace is zero,

$$(C^2)_{ij} = \sum_k u_i v_k u_k v_j = u_i v_j \sum_k u_k v_k = C_{ij}\operatorname{tr} C = 0 .$$

Because $C$ is anti-Hermitian, $C^\dagger C = -C^2 = 0$. The diagonal entries of $C^\dagger C$ are the squared norms of the columns of $C$, so every column vanishes and $C = 0$.

In `outer_product_eq_zero`, `hsq` is the statement $C^2 = 0$, and `conjTranspose_mul_self_eq_zero` is the step from $C^\dagger C = 0$ to $C = 0$.

```lean
omit [DecidableEq n] in
/-- An outer product that is anti-Hermitian and traceless vanishes. -/
theorem outer_product_eq_zero {C : Matrix n n ℂ} {u v : n → ℂ}
    (hC : C = vecMulVec u v) (hanti : Cᴴ = -C) (htr : C.trace = 0) : C = 0 := by
  have hsq : C * C = 0 := by
    subst hC
    have ht : ∑ k, u k * v k = 0 := htr
    ext i j
    rw [Matrix.mul_apply]
    simp only [vecMulVec_apply, Matrix.zero_apply]
    -- the inner sum is the trace
    calc ∑ k, u i * v k * (u k * v j) = u i * v j * ∑ k, u k * v k := by
          rw [Finset.mul_sum]
          exact Finset.sum_congr rfl fun k _ => by ring
      _ = 0 := by rw [ht, mul_zero]
  -- C†C = -C² = 0 forces C = 0
  apply Matrix.conjTranspose_mul_self_eq_zero.mp
  rw [hanti, neg_mul, hsq, neg_zero]
```

Each property is needed. The matrix $i\varphi\varphi^\dagger$ with $\varphi \neq 0$ is anti-Hermitian and has rank one, but its trace is not zero. The matrix with a single nonzero entry off the diagonal is traceless and has rank one, but is not anti-Hermitian.

The next theorem states the result as a criterion: $AB \neq BA$ holds exactly when the rank is at least two. For the forward direction, a rank below two would make $C$ an outer product, hence zero, and the observables would commute. For the reverse direction, commuting observables have $C = 0$, whose rank is zero.

```lean
/-- Two observables are incompatible exactly when their commutator has rank at least two. -/
theorem incompatible_iff_two_le_rank {A B : Matrix n n ℂ}
    (hA : A.IsHermitian) (hB : B.IsHermitian) :
    A * B ≠ B * A ↔ 2 ≤ (obsCommutator A B).rank := by
  constructor
  · intro hne
    by_contra hlt
    obtain ⟨u, v, huv⟩ := outer_product_of_rank_le_one (obsCommutator A B) (by omega)
    exact hne (sub_eq_zero.mp (outer_product_eq_zero huv
      (commutator_antiHermitian hA hB) (commutator_traceless A B)))
  · intro h hc
    rw [obsCommutator, hc, sub_self, Matrix.rank_zero] at h
    omega
```

The main theorem follows by cases. The rank is zero if $AB = BA$ and at least two otherwise.

```lean
/-- The commutator of two observables never has rank exactly one. -/
theorem commutator_rank_ne_one {A B : Matrix n n ℂ}
    (hA : A.IsHermitian) (hB : B.IsHermitian) :
    (obsCommutator A B).rank ≠ 1 := by
  intro h
  by_cases hc : A * B = B * A
  · rw [obsCommutator, hc, sub_self, Matrix.rank_zero] at h
    omega
  · have h2 := (incompatible_iff_two_le_rank hA hB).mp hc
    omega
```

For $n = 1$ all matrices commute, so only rank zero occurs.

## The commutator vanishes on every state orthogonal to φ

This hypothesis is the opening question in precise form: $C\psi = 0$ whenever $\varphi^\dagger\psi = 0$. In Lean the inner product is `star φ ⬝ᵥ ψ`, conjugated in the first argument, and `φ` need not be normalised.

Let $\varphi \neq 0$. For each basis vector $e_j$, the combination

$$\psi = (\varphi^\dagger\varphi)\, e_j - \overline{\varphi_j}\,\varphi$$

is orthogonal to $\varphi$, so $C\psi = 0$ and therefore

$$C e_j = \frac{\overline{\varphi_j}}{\varphi^\dagger\varphi}\, C\varphi .$$

This makes $C$ the outer product $(C\varphi)\varphi^\dagger/(\varphi^\dagger\varphi)$, or simply $(C\varphi)\varphi^\dagger$ for a unit vector, and the previous argument gives $C = 0$. If $\varphi = 0$, every vector is orthogonal to it and $C$ vanishes at once.

The proof treats these two cases separately, starting with $\varphi = 0$. In the case $\varphi \neq 0$, `h1` applies the hypothesis to the vector $\psi$ above, and the final lines verify the formula for $C$ by clearing the denominator $\varphi^\dagger\varphi$.

```lean
/-- If the commutator of two observables annihilates every vector orthogonal to one fixed
vector `φ`, then the observables commute. -/
theorem compatible_of_commutator_zero_on_orthogonal {A B : Matrix n n ℂ}
    (hA : A.IsHermitian) (hB : B.IsHermitian) (φ : n → ℂ)
    (h : ∀ ψ : n → ℂ, star φ ⬝ᵥ ψ = 0 → obsCommutator A B *ᵥ ψ = 0) :
    A * B = B * A := by
  apply sub_eq_zero.mp
  change obsCommutator A B = 0
  by_cases h0 : φ = 0
  · ext i j
    have h1 := congrFun (h (Pi.single j 1) (by simp [h0])) i
    exact (column_entry (obsCommutator A B) i j).symm.trans h1
  · have hs : star φ ⬝ᵥ φ ≠ 0 := fun hz => h0 (dotProduct_star_self_eq_zero.mp hz)
    refine outer_product_eq_zero (u := obsCommutator A B *ᵥ φ)
      (v := fun j => star (φ j) / (star φ ⬝ᵥ φ)) ?_
      (commutator_antiHermitian hA hB) (commutator_traceless A B)
    ext i j
    have hd : star φ ⬝ᵥ (Pi.single j 1 : n → ℂ) = star (φ j) := by
      simp [dotProduct, Pi.single_apply]
    -- remove from the basis vector its component along φ
    have h1 := h ((star φ ⬝ᵥ φ) • (Pi.single j 1 : n → ℂ) - star (φ j) • φ) (by
      rw [dotProduct_sub, dotProduct_smul, dotProduct_smul, hd, smul_eq_mul, smul_eq_mul]
      ring)
    rw [Matrix.mulVec_sub, Matrix.mulVec_smul, Matrix.mulVec_smul] at h1
    have h2 := congrFun h1 i
    simp only [Pi.sub_apply, Pi.smul_apply, smul_eq_mul, Pi.zero_apply, column_entry] at h2
    show obsCommutator A B i j =
      (obsCommutator A B *ᵥ φ) i * (star (φ j) / (star φ ⬝ᵥ φ))
    rw [← mul_div_assoc, eq_div_iff hs]
    linear_combination h2
```

If $C$ is only required to vanish on states orthogonal to two independent vectors, the conclusion no longer follows. For a qubit, only $\psi = 0$ meets that condition, so it says nothing about the observables.

## Two qubit examples

The Pauli matrices $X$ and $Z$ show that rank two is attained:

$$XZ - ZX = \begin{pmatrix} 0 & -2 \\ 2 & 0 \end{pmatrix}.$$

```lean
/-- The Pauli matrix X. -/
def pauliX : Matrix (Fin 2) (Fin 2) ℂ := !![0, 1; 1, 0]

/-- The Pauli matrix Z. -/
def pauliZ : Matrix (Fin 2) (Fin 2) ℂ := !![1, 0; 0, -1]
```

The Lean proof bounds the rank above by the number of columns. For the lower bound it uses the criterion, after comparing the upper right entries of $XZ$ and $ZX$, which are $-1$ and $1$.

```lean
/-- The Pauli matrices X and Z are Hermitian and their commutator has rank exactly two. -/
theorem pauli_commutator_rank_witness :
    pauliX.IsHermitian ∧ pauliZ.IsHermitian ∧ (obsCommutator pauliX pauliZ).rank = 2 := by
  have hX : pauliX.IsHermitian := by
    ext i j
    fin_cases i <;> fin_cases j <;> simp [pauliX]
  have hZ : pauliZ.IsHermitian := by
    ext i j
    fin_cases i <;> fin_cases j <;> simp [pauliZ]
  refine ⟨hX, hZ, le_antisymm ?_ ?_⟩
  · simpa using Matrix.rank_le_card_width (obsCommutator pauliX pauliZ)
  · apply (incompatible_iff_two_le_rank hX hZ).mp
    intro h
    have h01 := congrFun (congrFun h 0) 1
    norm_num [pauliX, pauliZ, Matrix.mul_apply, Fin.sum_univ_succ] at h01
```

The second example gives up Hermiticity of one matrix. Let $P = e_0 e_0^\dagger$ be the projector onto the first basis state and $T = e_0 e_1^\dagger$ the transition matrix from the second to the first. Then $PT = T$ and $TP = 0$, so $PT - TP = T$, which has rank one. The proof writes the commutator as an outer product, which bounds the rank by one, and excludes rank zero because the second basis state is not annihilated.

```lean
/-- The commutator of the projector onto the first basis state with the non-Hermitian
transition matrix from the second basis state to the first has rank one. -/
theorem nonHermitian_commutator_rank_one :
    (obsCommutator !![1, 0; 0, 0] !![0, 1; 0, 0] : Matrix (Fin 2) (Fin 2) ℂ).rank = 1 := by
  have hC : (obsCommutator !![1, 0; 0, 0] !![0, 1; 0, 0] : Matrix (Fin 2) (Fin 2) ℂ)
      = vecMulVec ![1, 0] ![0, 1] := by
    ext i j
    fin_cases i <;> fin_cases j <;>
      simp [obsCommutator, vecMulVec_apply]
  rw [hC]
  have hle := Matrix.rank_vecMulVec_le (![1, 0] : Fin 2 → ℂ) ![0, 1]
  have hne : (vecMulVec ![1, 0] ![0, 1] : Matrix (Fin 2) (Fin 2) ℂ).rank ≠ 0 := by
    intro h
    unfold Matrix.rank at h
    have hbot := Submodule.finrank_eq_zero.mp h
    -- the second basis state is not annihilated
    have hm : (vecMulVec ![1, 0] ![0, 1] : Matrix (Fin 2) (Fin 2) ℂ) *ᵥ
        (Pi.single 1 1 : Fin 2 → ℂ) ∈ LinearMap.range
          (vecMulVec ![1, 0] ![0, 1] : Matrix (Fin 2) (Fin 2) ℂ).mulVecLin :=
      ⟨Pi.single 1 1, rfl⟩
    rw [hbot] at hm
    have h0 := congrFun ((Submodule.mem_bot ℂ).mp hm) 0
    rw [column_entry] at h0
    simp [vecMulVec_apply] at h0
  omega

end IncompatibleObservables
```

```lean
#print axioms IncompatibleObservables.commutator_rank_ne_one
-- 'IncompatibleObservables.commutator_rank_ne_one' depends on axioms: [propext, Classical.choice, Quot.sound]
#print axioms IncompatibleObservables.compatible_of_commutator_zero_on_orthogonal
-- 'IncompatibleObservables.compatible_of_commutator_zero_on_orthogonal' depends on axioms: [propext, Classical.choice, Quot.sound]
#print axioms IncompatibleObservables.nonHermitian_commutator_rank_one
-- 'IncompatibleObservables.nonHermitian_commutator_rank_one' depends on axioms: [propext, Classical.choice, Quot.sound]
```

## Reading a numerical rank

A program usually estimates the rank of $C$ by counting singular values above a threshold. For Hermitian inputs, $iC$ is Hermitian and traceless, so its eigenvalues are real and sum to zero, and their absolute values are the singular values $\sigma_1 \geq \sigma_2 \geq \dots$ of $C$. The largest eigenvalue in magnitude must be balanced by the others, which gives, for $n \geq 2$,

$$\sigma_2 \geq \frac{\sigma_1}{n-1} .$$

A reported rank of one therefore points to an input that is not Hermitian, to rounding error or to a threshold that is too coarse. If $iC$ has eigenvalues $1, -\tfrac12, -\tfrac12$, for instance, a threshold of $0.6$ counts one singular value although the rank is three. In exact arithmetic, a threshold of $\tau\sigma_1$ with $0 < \tau < 1/(n-1)$ never yields a count of one for Hermitian inputs.
